# Products of wave operators solve the Bloch equation of two non-interacting fragments

Let fragments $A$ and $B$ have Hamiltonians $H_A,H_B$, model-space projectors $P_A,P_B$ and operators $W_A,W_B$, all finite complex matrices. Suppose that, for $F=A,B$,

$$W_FP_F=W_F,\qquad P_FW_F=P_F,\qquad H_FW_F=W_FH_FW_F.$$

Then $W=W_A\otimes W_B$ satisfies $HW=WHW$ for $H=H_A\otimes1+1\otimes H_B$. With $P=P_A\otimes P_B$, the effective Hamiltonian is

$$PHW=P_AH_AW_A\otimes P_B+P_A\otimes P_BH_BW_B.$$

In multireference electronic structure, this is the separability of exact wave operators for non-interacting fragments with a product model space. The product is one solution for the pair; the Bloch equation can also have solutions that are not products.

## One system and its effective Hamiltonian

```lean
import Mathlib

open Matrix
open scoped Kronecker

namespace MultireferenceSeparability

noncomputable section

variable {m n : Type*} [Fintype m] [Fintype n]
```

The finite types `m` and `n` label basis states. In the pair they belong to $A$ and $B$; the single-system definitions use `n`.

```lean
/-- Intermediate normalisation of an operator `W` with respect to a model-space
projector `P`: `W P = W` and `P W = P`. -/
structure IntermediateNorm (P W : Matrix n n ℂ) : Prop where
  right_model : W * P = W
  left_model : P * W = P
```

`IntermediateNorm P W` is a proposition with two parts, $WP=W$ and $PW=P$. Neither $P$ nor the Hamiltonian is required to be Hermitian.

```lean
/-- The Bloch equation `H W = W H W`. -/
def BlochEq (H W : Matrix n n ℂ) : Prop := H * W = W * H * W
```

This names the equation $HW=WHW$. That a solution exists for given $H$ and $P$ is not proved in general.

```lean
/-- The effective Hamiltonian `P H W`. -/
def effectiveH (H P W : Matrix n n ℂ) : Matrix n n ℂ := P * H * W
```

The effective Hamiltonian $PHW$ is still a matrix on the full space.

```lean
/-- Intermediate normalisation makes both the model operator `P` and the operator `W`
idempotent. -/
theorem IntermediateNorm.idempotent {P W : Matrix n n ℂ} (h : IntermediateNorm P W) :
    P * P = P ∧ W * W = W := by
  constructor
  · calc P * P = (P * W) * P := by rw [h.left_model]
      _ = P * (W * P) := Matrix.mul_assoc _ _ _
      _ = P := by rw [h.right_model, h.left_model]
  · calc W * W = (W * P) * W := by rw [h.right_model]
      _ = W * (P * W) := Matrix.mul_assoc _ _ _
      _ = W := by rw [h.left_model, h.right_model]
```

Idempotency follows from normalisation:

$$P^2=(PW)P=P(WP)=PW=P,\qquad W^2=(WP)W=W(PW)=WP=W.$$

Each `calc` block is such a chain, and `rw` substitutes a known equality.

```lean
/-- For a solution of the Bloch equation, `W` leaves `H W` unchanged when applied from
the left. -/
theorem BlochEq.absorb {H W : Matrix n n ℂ} (h : BlochEq H W) :
    W * (H * W) = H * W := by
  unfold BlochEq at h
  rw [← Matrix.mul_assoc]
  exact h.symm
```

This is the Bloch equation read backwards, with the brackets moved: $W(HW)=HW$.

```lean
/-- Let `W` be intermediately normalised with respect to `P` and solve the Bloch equation. For a
nonzero model vector `c`, the vector `W c` is nonzero, and `c` is an eigenvector of the effective
Hamiltonian with energy `E` exactly when `W c` is one of the full Hamiltonian with the same energy.
-/
theorem effective_eigen_iff {H P W : Matrix n n ℂ} (hN : IntermediateNorm P W)
    (hB : BlochEq H W) {c : n → ℂ} (hc : P *ᵥ c = c) (hc0 : c ≠ 0) (E : ℂ) :
    W *ᵥ c ≠ 0 ∧
      (effectiveH H P W *ᵥ c = E • c ↔ H *ᵥ (W *ᵥ c) = E • (W *ᵥ c)) := by
  -- `W` times the effective Hamiltonian equals `H W`
  have key : W * (P * H * W) = H * W := by
    calc W * (P * H * W) = (W * P) * (H * W) := by simp only [Matrix.mul_assoc]
      _ = H * W := by rw [hN.right_model, hB.absorb]
  unfold effectiveH
  refine ⟨fun h0 => hc0 ?_, fun h => ?_, fun h => ?_⟩
  · calc c = (P * W) *ᵥ c := by rw [hN.left_model, hc]
      _ = 0 := by rw [← Matrix.mulVec_mulVec, h0, Matrix.mulVec_zero]
  · rw [Matrix.mulVec_mulVec, ← key, ← Matrix.mulVec_mulVec, h, Matrix.mulVec_smul]
  · rw [Matrix.mul_assoc, ← Matrix.mulVec_mulVec, ← Matrix.mulVec_mulVec, h,
      Matrix.mulVec_smul, Matrix.mulVec_mulVec, hN.left_model, hc]
```

Here `*ᵥ` applies a matrix to a vector and `•` multiplies by a scalar. Take a model vector $c=Pc\neq0$. If $Wc=0$, then $c=Pc=PWc=0$, a contradiction.

For the energies, `key` states $W(PHW)=WHW=HW$. If $PHWc=Ec$, applying $W$ gives $HWc=EWc$. Conversely, applying $P$ to $HWc=EWc$ gives $PHWc=EPWc=Ec$. The effective Hamiltonian therefore reproduces exact energies, for states of the form $Wc$.

## Two fragments

```lean
variable [DecidableEq m] [DecidableEq n]

/-- The Hamiltonian of two non-interacting fragments, `H_A ⊗ 1 + 1 ⊗ H_B`. -/
def pairH (HA : Matrix m m ℂ) (HB : Matrix n n ℂ) : Matrix (m × n) (m × n) ℂ :=
  HA ⊗ₖ (1 : Matrix n n ℂ) + (1 : Matrix m m ℂ) ⊗ₖ HB
```

The symbol `⊗ₖ` is the Kronecker product, and a basis state of the pair is an element of `m × n`. There is no interaction term, and no antisymmetrisation between the fragments.

```lean
/-- The Hamiltonian of the pair acts on a product operator one fragment at a time. -/
theorem pairH_mul (HA X : Matrix m m ℂ) (HB Y : Matrix n n ℂ) :
    pairH HA HB * (X ⊗ₖ Y) = (HA * X) ⊗ₖ Y + X ⊗ₖ (HB * Y) := by
  unfold pairH
  rw [Matrix.add_mul, ← Matrix.mul_kronecker_mul, ← Matrix.mul_kronecker_mul,
    Matrix.one_mul, Matrix.one_mul]
```

For any matrices $X$ on fragment $A$ and $Y$ on fragment $B$, the rule $(K\otimes L)(M\otimes N)=KM\otimes LN$ gives

$$H(X\otimes Y)=H_AX\otimes Y+X\otimes H_BY.$$

```lean
/-- Multireference separability: the product of fragment wave operators is normalised on
the product model space, solves the Bloch equation of the pair, and its effective
Hamiltonian is the sum of the fragment ones, each times the other model projector. -/
theorem waveOperator_separable {HA PA WA : Matrix m m ℂ} {HB PB WB : Matrix n n ℂ}
    (nA : IntermediateNorm PA WA) (nB : IntermediateNorm PB WB)
    (hA : BlochEq HA WA) (hB : BlochEq HB WB) :
    IntermediateNorm (PA ⊗ₖ PB) (WA ⊗ₖ WB) ∧
    BlochEq (pairH HA HB) (WA ⊗ₖ WB) ∧
    effectiveH (pairH HA HB) (PA ⊗ₖ PB) (WA ⊗ₖ WB) =
      effectiveH HA PA WA ⊗ₖ PB + PA ⊗ₖ effectiveH HB PB WB := by
  refine ⟨⟨?_, ?_⟩, ?_, ?_⟩
  · rw [← Matrix.mul_kronecker_mul, nA.right_model, nB.right_model]
  · rw [← Matrix.mul_kronecker_mul, nA.left_model, nB.left_model]
  · -- the spectator fragment contributes W W = W
    unfold BlochEq
    rw [Matrix.mul_assoc, pairH_mul, Matrix.mul_add, ← Matrix.mul_kronecker_mul,
      ← Matrix.mul_kronecker_mul, hA.absorb, hB.absorb, nA.idempotent.2, nB.idempotent.2]
  · -- the spectator fragment contributes P W = P
    unfold effectiveH
    rw [Matrix.mul_assoc (PA ⊗ₖ PB), pairH_mul, Matrix.mul_add,
      ← Matrix.mul_kronecker_mul, ← Matrix.mul_kronecker_mul, nA.left_model,
      nB.left_model, Matrix.mul_assoc PA, Matrix.mul_assoc PB]
```

Normalisation holds factor by factor. For the Bloch equation, multiply $HW$ from the left by $W$:

$$\begin{aligned}
WHW&=W_AH_AW_A\otimes W_B^2+W_A^2\otimes W_BH_BW_B\\
&=H_AW_A\otimes W_B+W_A\otimes H_BW_B=HW.
\end{aligned}$$

Multiplying by $P$ instead, and using $P_FW_F=P_F$ on the spectator fragment $F$, gives the effective Hamiltonian. The four bullets prove the two normalisation relations, the Bloch equation and this formula.

In the smallest nontrivial case both model spaces are one-dimensional. Then $P_FH_FW_F=E_FP_F$ for a number $E_F$, and the formula reduces to $PHW=(E_A+E_B)P$: the energies add.

## From the pair back to the fragments

```lean
/-- A nonzero factor can be cancelled from either side of a product operator. -/
theorem kronecker_cancel {k l : Type*} {X X' : Matrix k k ℂ} {Y : Matrix l l ℂ}
    (hY : Y ≠ 0) :
    (X ⊗ₖ Y = X' ⊗ₖ Y → X = X') ∧ (Y ⊗ₖ X = Y ⊗ₖ X' → X = X') := by
  have hex : ∃ i j, Y i j ≠ 0 := Classical.byContradiction fun hc =>
    hY (Matrix.ext fun i j => Classical.byContradiction fun h => hc ⟨i, j, h⟩)
  obtain ⟨i, j, hij⟩ := hex
  constructor
  · intro h
    ext a b
    have e : X a b * Y i j = X' a b * Y i j := congrFun (congrFun h (a, i)) (b, j)
    exact mul_right_cancel₀ hij e
  · intro h
    ext a b
    have e : Y i j * X a b = Y i j * X' a b := congrFun (congrFun h (i, a)) (j, b)
    exact mul_left_cancel₀ hij e
```

If $Y\neq0$, some entry $Y_{ij}$ is nonzero. Comparing entries of $X\otimes Y=X'\otimes Y$ gives $X_{ab}Y_{ij}=X'_{ab}Y_{ij}$, hence $X=X'$. The other order works alike.

```lean
/-- For nonzero model spaces, a product of normalised operators solves the Bloch equation
of the pair if and only if each factor solves that of its own fragment. -/
theorem bloch_pair_iff {HA PA WA : Matrix m m ℂ} {HB PB WB : Matrix n n ℂ}
    (nA : IntermediateNorm PA WA) (nB : IntermediateNorm PB WB)
    (hPA : PA ≠ 0) (hPB : PB ≠ 0) :
    BlochEq (pairH HA HB) (WA ⊗ₖ WB) ↔ BlochEq HA WA ∧ BlochEq HB WB := by
  refine ⟨fun h => ?_, fun h => (waveOperator_separable nA nB h.1 h.2).2.1⟩
  have iA := nA.idempotent.2
  have iB := nB.idempotent.2
  have wA : WA ≠ 0 := fun h0 => hPA (by rw [← nA.left_model, h0, Matrix.mul_zero])
  have wB : WB ≠ 0 := fun h0 => hPB (by rw [← nB.left_model, h0, Matrix.mul_zero])
  have eA : WA * (WA * (HA * WA)) = WA * (HA * WA) := by rw [← Matrix.mul_assoc, iA]
  have eB : WB * (WB * (HB * WB)) = WB * (HB * WB) := by rw [← Matrix.mul_assoc, iB]
  unfold BlochEq at h
  rw [Matrix.mul_assoc, pairH_mul, Matrix.mul_add, ← Matrix.mul_kronecker_mul,
    ← Matrix.mul_kronecker_mul, iA, iB] at h
  constructor
  · -- applying 1 ⊗ W_B makes the B terms equal on both sides
    have h2 := congrArg (fun M => ((1 : Matrix m m ℂ) ⊗ₖ WB) * M) h
    simp only [Matrix.mul_add, ← Matrix.mul_kronecker_mul, Matrix.one_mul, iB, eB] at h2
    unfold BlochEq
    rw [Matrix.mul_assoc WA HA WA]
    exact (kronecker_cancel wB).1 (add_right_cancel h2)
  · -- applying W_A ⊗ 1 makes the A terms equal on both sides
    have h2 := congrArg (fun M => (WA ⊗ₖ (1 : Matrix n n ℂ)) * M) h
    simp only [Matrix.mul_add, ← Matrix.mul_kronecker_mul, Matrix.one_mul, iA, eA] at h2
    unfold BlochEq
    rw [Matrix.mul_assoc WB HB WB]
    exact (kronecker_cancel wA).2 (add_left_cancel h2)
```

The right-to-left direction is the previous theorem. For the other, $W^2=W$ in each fragment turns the pair equation into

$$\begin{aligned}
&H_AW_A\otimes W_B+W_A\otimes H_BW_B\\
&\quad=W_AH_AW_A\otimes W_B+W_A\otimes W_BH_BW_B.
\end{aligned}$$

Multiply from the left by $1\otimes W_B$. The second terms become equal and cancel, leaving $H_AW_A\otimes W_B=W_AH_AW_A\otimes W_B$. Since $P_B=P_BW_B\neq0$, also $W_B\neq0$, and it can be removed. Multiplying by $W_A\otimes1$ treats $B$.

Nonzero model spaces matter: if $P_A=0$, then $W_A=0$, and the pair equation reads $0=0$ whatever $B$ does.

## A three-level instance

```lean
/-- A three-level Hamiltonian in which every pair of levels is coupled. -/
def threeLevelH : Matrix (Fin 3) (Fin 3) ℂ := !![0, 1, 1; 1, 2, 3; 1, 3, 4]
```

The rows of this real symmetric matrix are separated by semicolons.

```lean
/-- The projector onto the first two levels. -/
def twoLevelP : Matrix (Fin 3) (Fin 3) ℂ := !![1, 0, 0; 0, 1, 0; 0, 0, 0]
```

The model space is spanned by levels 1 and 2.

```lean
/-- An operator that adds the third level to each of the first two. -/
def threeLevelW : Matrix (Fin 3) (Fin 3) ℂ := !![1, 0, 0; 0, 1, 0; 1, 1, 0]
```

The columns show $We_1=e_1+e_3$, $We_2=e_2+e_3$ and $We_3=0$, where $e_i$ are the basis vectors.

```lean
/-- The three-level system with a two-dimensional model space satisfies intermediate
normalisation and the Bloch equation, with the effective Hamiltonian shown. -/
theorem waveOperator_witness :
    IntermediateNorm twoLevelP threeLevelW ∧ BlochEq threeLevelH threeLevelW ∧
    effectiveH threeLevelH twoLevelP threeLevelW = !![1, 2, 0; 4, 5, 0; 0, 0, 0] := by
  refine ⟨⟨?_, ?_⟩, ?_, ?_⟩
  all_goals
    try unfold BlochEq
    try unfold effectiveH
    ext i j
    fin_cases i <;> fin_cases j <;>
      simp [threeLevelH, twoLevelP, threeLevelW, Matrix.mul_apply, Fin.sum_univ_three] <;>
      norm_num

end

end MultireferenceSeparability
```

By hand, $HWe_1=(1,4,5)$ and $HWe_2=(2,5,7)$. In each, the third component is the sum of the first two, so $W$ leaves the vector unchanged and the Bloch equation holds. Deleting the third components gives the stated effective Hamiltonian, which is not symmetric although $H$ is. In Lean, `fin_cases` runs through the matrix entries, and `simp` and `norm_num` do the arithmetic.

```lean
#print axioms MultireferenceSeparability.effective_eigen_iff
#print axioms MultireferenceSeparability.waveOperator_separable
#print axioms MultireferenceSeparability.bloch_pair_iff
```

```
'MultireferenceSeparability.effective_eigen_iff' depends on axioms: [propext, Classical.choice, Quot.sound]
'MultireferenceSeparability.waveOperator_separable' depends on axioms: [propext, Classical.choice, Quot.sound]
'MultireferenceSeparability.bloch_pair_iff' depends on axioms: [propext, Classical.choice, Quot.sound]
```
